# Energy given by a delta kick to a nonnegative lattice orbital with nonpositive hopping: exact value and quadratic bound

## Orbital, Hamiltonian and kick

Let the sites of a finite lattice be labelled by i and j. The Hamiltonian is a real symmetric matrix T. Its off-diagonal entries are hopping amplitudes, and its diagonal entries are on-site energies. The orbital has real amplitudes ψ_j. Each site also carries a real number a_j, the profile of the kick; for a uniform electric field, a_j is the position of site j along the field. The real number k is the kick strength, and ħ = 1.

The kick replaces ψ_j by

φ_j = exp(−i k a_j) ψ_j,

where the i in the exponent is the imaginary unit and the i in a subscript is a site. The energy of a complex orbital φ is

E[φ] = ∑_i ∑_j conj(φ_i) T_ij φ_j,

and the absorbed energy is ΔE = E[φ] − E[ψ]. Double sums run over ordered pairs, so each bond is counted twice. Two abbreviations are used below:

w_ij = T_ij ψ_i ψ_j,  θ_ij = k(a_i − a_j).

The orbital need not be normalised. If it is not, E and ΔE are to be divided by ∑_j ψ_j² to give energies per particle.

## What the phase factor stands for

A potential k a_j δ(t) acts for so short a time that hopping during the pulse can be neglected. Its whole effect is then the phase exp(−i k a_j) on site j. The density ψ_j² stays as it was on every site, while neighbouring sites with different a_j can acquire a phase difference, which can change the energy stored in the bonds.

In real-time density functional calculations, such a kick is a common way to start the computation of an absorption spectrum. For a single orbital and a fixed Hamiltonian on a finite lattice, the formula below gives the jump in energy at the kick, which a simulation can be compared with.

## The exact energy and its bounds

For symmetric T and any real ψ, the absorbed energy is

ΔE = ∑_i ∑_j T_ij ψ_i ψ_j (cos(k(a_i − a_j)) − 1).

If in addition T_ij ≤ 0 for i ≠ j and ψ_i ≥ 0 for every i, then

0 ≤ ΔE ≤ −(k²/2) ∑_i ∑_j T_ij (a_i − a_j)² ψ_i ψ_j.

The right-hand side is nonnegative because the off-diagonal entries of T are not positive and the amplitudes are not negative. The sign condition on T holds when every hopping amplitude has the form −t with t ≥ 0. This is a restriction on the model: on a triangle with three positive hopping amplitudes, no change of sign of the basis orbitals makes all three nonpositive. Under the sign condition on T, a lowest-energy orbital can be chosen nonnegative, but the theorem does not require ψ to be an eigenvector.

Under the same sign conditions there are two further results. The first is a bound that does not depend on k:

ΔE ≤ −2 ∑_i ∑_{j≠i} T_ij ψ_i ψ_j.

The second is that ΔE = 0 exactly when θ_ij is an integer multiple of 2π for every pair with w_ij ≠ 0.

## How the Lean statements express this

The sites form a type `n`, which is finite wherever a sum over sites occurs. The matrix is `T : Matrix n n ℝ`, and `a` and `ψ` are functions `n → ℝ`. The kicked orbital `kick k a ψ` takes complex values, `energy T φ` is the double sum E[φ], and `absorbedEnergy T k a ψ` is ΔE.

The hypothesis `hT : T.IsSymm` is the symmetry of T, `hoff` says that the off-diagonal entries are nonpositive, and `hψ` says that the amplitudes are nonnegative. The diagonal of T is unrestricted, so any on-site potential is allowed.

Since `absorbedEnergy` is a complex number, `absorbedEnergy_eq` says two things: its imaginary part vanishes, and its real part is the cosine sum. The inequalities in `absorbedEnergy_bounds` are stated for the real part, `.re`, which by the exact formula is the whole of ΔE.

The model has one orbital and a fixed T. The pulse enters through its phase factor and is not derived from a time-dependent equation, and the evolution after the kick is not treated. Orbitals with sign changes, such as most excited orbitals, satisfy the exact formula but not the hypotheses of the bounds.

## Derivation bond by bond

Conjugation reverses the phase on site i, so one term of the kicked energy is

conj(φ_i) T_ij φ_j = exp(i k a_i) ψ_i T_ij exp(−i k a_j) ψ_j
= w_ij exp(i θ_ij)
= w_ij cos θ_ij + i w_ij sin θ_ij.

Let S = ∑_i ∑_j w_ij sin θ_ij. Exchanging the names of the two sites leaves w_ij unchanged, because T is symmetric, and reverses the sign of θ_ij. Hence

S = ∑_i ∑_j w_ji sin θ_ji = −∑_i ∑_j w_ij sin θ_ij = −S,

so S = 0. The unkicked energy is ∑_i ∑_j w_ij, and subtracting it gives

ΔE = ∑_i ∑_j w_ij (cos θ_ij − 1).

No sign condition has been used so far.

For the bounds, start from 1 − cos θ = 2 sin²(θ/2). Since |sin x| ≤ |x|, this lies between 0 and θ²/2, so

−θ²/2 ≤ cos θ − 1 ≤ 0.

For i ≠ j the sign conditions give w_ij ≤ 0. Multiplying by w_ij reverses the inequalities:

0 ≤ w_ij (cos θ_ij − 1) ≤ −w_ij θ_ij²/2 = −(k²/2) T_ij (a_i − a_j)² ψ_i ψ_j.

For i = j all three expressions are zero, whatever the sign of T_ii. Summing over i and j gives the bounds on ΔE.

The bound independent of k uses cos θ − 1 ≥ −2 in place of the quadratic estimate. Each off-diagonal term is then at most −2 w_ij, and the diagonal terms contribute nothing.

For the condition of zero absorption, note that every term of ΔE is nonnegative. The sum therefore vanishes only if each term does, which means w_ij = 0 or cos θ_ij = 1. The second alternative says that θ_ij is an integer multiple of 2π. Conversely, if every pair satisfies one of the two alternatives, each term is zero and so is the sum.

## One site and two sites

On a single site there is no phase difference, and ΔE = 0 for every k. The smallest lattice that can absorb energy has two sites. With zero on-site energies, hopping −t, equal amplitudes c and site separation d,

ΔE = 2 t c² (1 − cos(k d)).

For a normalised orbital c = 1/√2, and ΔE = t (1 − cos(k d)).

Take t > 0, c > 0 and d ≠ 0. For small k, ΔE approaches t c² k² d², which is the quadratic bound for this dimer. At k d = π it equals 4 t c², so the bound independent of k is attained. At k d = 2π the absorbed energy is zero again: the two sites are back in phase, although the kick is stronger.

## Defining the energy as a real part

The energy could have been defined as the real part of the double sum. The cosine formula would then hold without symmetry of T, since the sine terms would be discarded by definition, and the bounds would need only the sign conditions. In return, the theorem would no longer show that the energy difference is real. With the complex definition, that follows from the symmetry of the Hamiltonian.

## The Lean file

```lean
import Mathlib

open Finset

namespace DeltaKickLattice

noncomputable section

/-- The orbital after a delta kick of strength `k` with profile `a`: the real amplitude
`ψ j` acquires the phase `exp (-i k a j)`. -/
def kick {n : Type*} (k : ℝ) (a ψ : n → ℝ) (j : n) : ℂ :=
  Complex.exp (((-(k * a j) : ℝ) : ℂ) * Complex.I) * (ψ j : ℂ)

/-- The kick leaves the density on every site unchanged. -/
theorem kick_density {n : Type*} (k : ℝ) (a ψ : n → ℝ) (j : n) :
    ‖kick k a ψ j‖ ^ 2 = ψ j ^ 2 := by
  rw [kick, norm_mul, Complex.norm_exp_ofReal_mul_I, one_mul, Complex.norm_real,
    Real.norm_eq_abs, sq_abs]

/-- The contribution of a pair of sites to the energy of the kicked orbital, split into
its cosine and sine parts. -/
theorem bond_term {n : Type*} (T : Matrix n n ℝ) (k : ℝ) (a ψ : n → ℝ) (i j : n) :
    starRingEnd ℂ (kick k a ψ i) * (T i j : ℂ) * kick k a ψ j =
      ((T i j * ψ i * ψ j * Real.cos (k * (a i - a j)) : ℝ) : ℂ) +
      ((T i j * ψ i * ψ j * Real.sin (k * (a i - a j)) : ℝ) : ℂ) * Complex.I := by
  have h : ∀ θ : ℝ, Complex.exp ((θ : ℂ) * Complex.I) = ⟨Real.cos θ, Real.sin θ⟩ :=
    fun θ => Complex.ext (Complex.exp_ofReal_mul_I_re θ) (Complex.exp_ofReal_mul_I_im θ)
  simp only [kick, h]
  rw [mul_sub, Real.cos_sub, Real.sin_sub]
  apply Complex.ext <;>
    simp only [Complex.add_re, Complex.add_im, Complex.mul_re, Complex.mul_im,
      Complex.conj_re, Complex.conj_im, Complex.ofReal_re, Complex.ofReal_im,
      Complex.I_re, Complex.I_im, Real.cos_neg, Real.sin_neg] <;>
    ring

/-- For nonpositive off-diagonal entries and a nonnegative orbital, each pair of sites
absorbs an energy between zero and its value quadratic in the kick strength. -/
theorem bond_bounds {n : Type*} {T : Matrix n n ℝ} {ψ : n → ℝ}
    (hoff : ∀ i j, i ≠ j → T i j ≤ 0) (hψ : ∀ i, 0 ≤ ψ i) (k : ℝ) (a : n → ℝ) (i j : n) :
    0 ≤ T i j * ψ i * ψ j * (Real.cos (k * (a i - a j)) - 1) ∧
    T i j * ψ i * ψ j * (Real.cos (k * (a i - a j)) - 1) ≤
      -(k ^ 2 / 2) * (T i j * (a i - a j) ^ 2 * ψ i * ψ j) := by
  by_cases hij : i = j
  · subst hij
    simp
  · have hw : 0 ≤ -T i j * ψ i * ψ j :=
      mul_nonneg (mul_nonneg (neg_nonneg.2 (hoff i j hij)) (hψ i)) (hψ j)
    have hc : 1 - (k * (a i - a j)) ^ 2 / 2 ≤ Real.cos (k * (a i - a j)) :=
      Real.one_sub_sq_div_two_le_cos
    have h1 := mul_nonneg hw (sub_nonneg.2 (Real.cos_le_one (k * (a i - a j))))
    have h2 := mul_nonneg hw (sub_nonneg.2 hc)
    constructor
    · linarith
    · linarith

variable {n : Type*} [Fintype n]

/-- The expectation value `⟨φ, T φ⟩` of a real lattice Hamiltonian in a complex orbital. -/
def energy (T : Matrix n n ℝ) (φ : n → ℂ) : ℂ :=
  ∑ i, ∑ j, starRingEnd ℂ (φ i) * (T i j : ℂ) * φ j

/-- The energy after the kick minus the energy before it. -/
def absorbedEnergy (T : Matrix n n ℝ) (k : ℝ) (a ψ : n → ℝ) : ℂ :=
  energy T (kick k a ψ) - energy T (fun j => (ψ j : ℂ))

/-- For a symmetric Hamiltonian the absorbed energy is a real sum over pairs of sites,
each weighted by the cosine of the phase difference minus one. -/
theorem absorbedEnergy_eq {T : Matrix n n ℝ} (hT : T.IsSymm) (k : ℝ) (a ψ : n → ℝ) :
    absorbedEnergy T k a ψ =
      ((∑ i, ∑ j, T i j * ψ i * ψ j * (Real.cos (k * (a i - a j)) - 1) : ℝ) : ℂ) := by
  -- the sine parts are odd under exchange of the two sites
  have hs : ∑ i, ∑ j, T i j * ψ i * ψ j * Real.sin (k * (a i - a j)) = 0 := by
    have h : ∑ i, ∑ j, T i j * ψ i * ψ j * Real.sin (k * (a i - a j)) =
        -∑ i, ∑ j, T i j * ψ i * ψ j * Real.sin (k * (a i - a j)) := by
      calc ∑ i, ∑ j, T i j * ψ i * ψ j * Real.sin (k * (a i - a j))
          = ∑ i, ∑ j, T j i * ψ j * ψ i * Real.sin (k * (a j - a i)) := Finset.sum_comm
        _ = _ := by
          rw [← Finset.sum_neg_distrib]
          refine Finset.sum_congr rfl fun i _ => ?_
          rw [← Finset.sum_neg_distrib]
          refine Finset.sum_congr rfl fun j _ => ?_
          rw [hT.apply i j, show k * (a j - a i) = -(k * (a i - a j)) by ring,
            Real.sin_neg]
          ring
    linarith
  have e : absorbedEnergy T k a ψ =
      ((∑ i, ∑ j, T i j * ψ i * ψ j * (Real.cos (k * (a i - a j)) - 1) : ℝ) : ℂ) +
      ((∑ i, ∑ j, T i j * ψ i * ψ j * Real.sin (k * (a i - a j)) : ℝ) : ℂ) *
        Complex.I := by
    simp only [absorbedEnergy, energy, bond_term, Complex.conj_ofReal]
    push_cast
    simp only [Finset.sum_mul, ← Finset.sum_sub_distrib, ← Finset.sum_add_distrib]
    refine Finset.sum_congr rfl fun i _ => Finset.sum_congr rfl fun j _ => ?_
    ring
  rw [e, hs, Complex.ofReal_zero, zero_mul, add_zero]

/-- For a symmetric Hamiltonian with nonpositive off-diagonal entries and a nonnegative orbital, the
energy absorbed from a delta kick is nonnegative and at most the value quadratic in the kick
strength. -/
theorem absorbedEnergy_bounds {T : Matrix n n ℝ} {ψ : n → ℝ} (hT : T.IsSymm)
    (hoff : ∀ i j, i ≠ j → T i j ≤ 0) (hψ : ∀ i, 0 ≤ ψ i) (k : ℝ) (a : n → ℝ) :
    0 ≤ (absorbedEnergy T k a ψ).re ∧
    (absorbedEnergy T k a ψ).re ≤
      -(k ^ 2 / 2) * ∑ i, ∑ j, T i j * (a i - a j) ^ 2 * ψ i * ψ j := by
  rw [absorbedEnergy_eq hT, Complex.ofReal_re]
  constructor
  · exact Finset.sum_nonneg fun i _ => Finset.sum_nonneg fun j _ =>
      (bond_bounds hoff hψ k a i j).1
  · rw [Finset.mul_sum]
    refine Finset.sum_le_sum fun i _ => ?_
    rw [Finset.mul_sum]
    exact Finset.sum_le_sum fun j _ => (bond_bounds hoff hψ k a i j).2

/-- For a symmetric Hamiltonian with nonpositive off-diagonal entries and a nonnegative orbital, the
absorbed energy is, however strong the kick, at most minus twice the off-diagonal part of the energy
of the unkicked orbital. -/
theorem absorbedEnergy_saturation [DecidableEq n] {T : Matrix n n ℝ} {ψ : n → ℝ}
    (hT : T.IsSymm) (hoff : ∀ i j, i ≠ j → T i j ≤ 0) (hψ : ∀ i, 0 ≤ ψ i)
    (k : ℝ) (a : n → ℝ) :
    (absorbedEnergy T k a ψ).re ≤
      -2 * ∑ i, ∑ j ∈ Finset.univ.erase i, T i j * ψ i * ψ j := by
  rw [absorbedEnergy_eq hT, Complex.ofReal_re, Finset.mul_sum]
  refine Finset.sum_le_sum fun i _ => ?_
  -- the diagonal term absorbs nothing
  have hd : T i i * ψ i * ψ i * (Real.cos (k * (a i - a i)) - 1) = 0 := by simp
  rw [← Finset.add_sum_erase Finset.univ _ (Finset.mem_univ i), hd, zero_add,
    Finset.mul_sum]
  refine Finset.sum_le_sum fun j hj => ?_
  have hw : 0 ≤ -T i j * ψ i * ψ j :=
    mul_nonneg (mul_nonneg (neg_nonneg.2 (hoff i j (Finset.ne_of_mem_erase hj).symm))
      (hψ i)) (hψ j)
  have hc : 0 ≤ Real.cos (k * (a i - a j)) + 1 := by
    linarith [Real.neg_one_le_cos (k * (a i - a j))]
  linarith [mul_nonneg hw hc]

/-- For a symmetric Hamiltonian with nonpositive off-diagonal entries and a nonnegative orbital, no
energy is absorbed exactly when the kick phases of any two sites with `T i j * ψ i * ψ j ≠ 0` differ
by an integer multiple of `2π`. -/
theorem absorbedEnergy_eq_zero_iff {T : Matrix n n ℝ} {ψ : n → ℝ} (hT : T.IsSymm)
    (hoff : ∀ i j, i ≠ j → T i j ≤ 0) (hψ : ∀ i, 0 ≤ ψ i) (k : ℝ) (a : n → ℝ) :
    absorbedEnergy T k a ψ = 0 ↔
      ∀ i j, T i j * ψ i * ψ j ≠ 0 →
        ∃ m : ℤ, (m : ℝ) * (2 * Real.pi) = k * (a i - a j) := by
  rw [absorbedEnergy_eq hT, Complex.ofReal_eq_zero]
  constructor
  · intro h i j hw
    -- a vanishing sum of nonnegative terms vanishes term by term
    have h1 := (Finset.sum_eq_zero_iff_of_nonneg (fun i _ => Finset.sum_nonneg
      fun j _ => (bond_bounds hoff hψ k a i j).1)).1 h i (Finset.mem_univ i)
    have h2 := (Finset.sum_eq_zero_iff_of_nonneg
      (fun j _ => (bond_bounds hoff hψ k a i j).1)).1 h1 j (Finset.mem_univ j)
    have h3 := (mul_eq_zero.1 h2).resolve_left hw
    exact (Real.cos_eq_one_iff _).1 (by linarith)
  · intro h
    refine Finset.sum_eq_zero fun i _ => Finset.sum_eq_zero fun j _ => ?_
    by_cases hw : T i j * ψ i * ψ j = 0
    · rw [hw, zero_mul]
    · rw [(Real.cos_eq_one_iff _).2 (h i j hw), sub_self, mul_zero]

/-- A dimer with hopping `-t`, equal amplitudes `c` and site separation `d` absorbs
the energy `2 t c² (1 - cos (k d))`. -/
theorem dimer_absorbedEnergy (t c d k : ℝ) :
    absorbedEnergy !![0, -t; -t, 0] k ![0, d] ![c, c] =
      ((2 * t * c ^ 2 * (1 - Real.cos (k * d)) : ℝ) : ℂ) := by
  have hT : (!![0, -t; -t, 0] : Matrix (Fin 2) (Fin 2) ℝ).IsSymm := by
    ext i j
    fin_cases i <;> fin_cases j <;> simp
  rw [absorbedEnergy_eq hT]
  refine congrArg Complex.ofReal ?_
  simp [Fin.sum_univ_two]
  ring

end

end DeltaKickLattice
```

```lean
#print axioms DeltaKickLattice.absorbedEnergy_bounds
#print axioms DeltaKickLattice.absorbedEnergy_saturation
#print axioms DeltaKickLattice.absorbedEnergy_eq_zero_iff
#print axioms DeltaKickLattice.dimer_absorbedEnergy
```

```
'DeltaKickLattice.absorbedEnergy_bounds' depends on axioms: [propext, Classical.choice, Quot.sound]
'DeltaKickLattice.absorbedEnergy_saturation' depends on axioms: [propext, Classical.choice, Quot.sound]
'DeltaKickLattice.absorbedEnergy_eq_zero_iff' depends on axioms: [propext, Classical.choice, Quot.sound]
'DeltaKickLattice.dimer_absorbedEnergy' depends on axioms: [propext, Classical.choice, Quot.sound]
```

## From one bond to the exact formula

`kick_density` records that the kick preserves the density. The norm of a product is the product of the norms, and the phase factor has norm one.

`bond_term` is the splitting of one pair's contribution into w_ij cos θ_ij and i w_ij sin θ_ij. The local statement `h` writes exp(iθ) as the complex number with real part cos θ and imaginary part sin θ. The addition formulas `Real.cos_sub` and `Real.sin_sub` expand the functions of the phase difference. `Complex.ext` then reduces the equation to its real and imaginary parts, and `ring` closes both.

In `absorbedEnergy_eq`, the statement `hs` is S = 0. `Finset.sum_comm` exchanges the two summations, which is the renaming of sites in the derivation. Then `hT.apply i j` replaces `T j i` by `T i j`, and `Real.sin_neg` supplies the minus sign. From S = −S, `linarith` concludes that S vanishes. The statement `e` writes the absorbed energy as the cosine sum plus i times S, by applying `bond_term` to every pair and collecting the sums. Inserting `hs` leaves the cosine sum.

## From one bond to the inequalities

`bond_bounds` treats the diagonal separately, where `simp` finds that both inequalities read 0 ≤ 0. For distinct sites, `hw` states that −w_ij is nonnegative. The products `h1` and `h2` multiply this weight by 1 − cos θ_ij and by cos θ_ij − (1 − θ_ij²/2), both nonnegative, and `linarith` rearranges them into the two bounds. The quadratic estimate of the cosine is Mathlib's `Real.one_sub_sq_div_two_le_cos`.

`absorbedEnergy_bounds` rewrites ΔE by the exact formula and sums the bounds over all pairs. `Finset.sum_nonneg` gives the lower bound and `Finset.sum_le_sum` the upper one, after `Finset.mul_sum` has moved the factor −k²/2 inside the sums.

`absorbedEnergy_saturation` removes the diagonal term from each inner sum with `Finset.add_sum_erase`. The remaining terms are compared one by one, using that −w_ij (cos θ_ij + 1) is nonnegative.

In `absorbedEnergy_eq_zero_iff`, the forward direction applies `Finset.sum_eq_zero_iff_of_nonneg` twice, once for each summation, to reach a single vanishing term. Its factor w_ij is nonzero by assumption, so the cosine must be one, and `Real.cos_eq_one_iff` provides the integer `m`. The reverse direction checks that each term is zero, either because its weight vanishes or because its cosine is one.

`dimer_absorbedEnergy` verifies the symmetry of the 2 × 2 matrix entry by entry and evaluates the general formula. It needs no sign conditions, so it holds for all real t, c, d and k.
